# Standing waves with a whole mode number solve the normal-mode equation of a ring of identical, harmonically coupled rotors

The theorem concerns a ring of $N \ge 1$ rotors with inertia $M > 0$ and harmonic nearest-neighbour stiffness $J > 0$, and the unnormalised standing wave $u_j = \cos(2\pi kj/N + \delta)$, with $k$ a natural number and $\delta$ real. It states that $u_{j+N} = u_j$ and that $J(2u_j - u_{j+1} - u_{j-1}) = M\omega^2 u_j$ for every integer $j$, where $\omega = 2\sqrt{J/M}\,\sin(\pi k/N)$. Only $\omega^2$ enters the equation, so the sign of the sine does not matter. For the second part, the attempt writes the neighbours' phases as the phase at site $j$ plus or minus $2a$, with $a = \pi k/N$, expands the cosines by the addition formulas, and leaves the remaining algebra to `linear_combination`.

In Lean, a first try:

```lean
import Mathlib

open Real Filter Topology

namespace RingModeNormalMode

noncomputable section

/-- Frequency of mode `k` of a ring of `N` rotors with inertia `M` and phase stiffness `J`,
for `M > 0`, `J ≥ 0` and `0 ≤ k ≤ N` with `N ≥ 1`. -/
def modeFrequency (M J : ℝ) (N k : ℕ) : ℝ := 2 * √(J / M) * sin (π * k / N)

/-- Phase profile of a standing wave with mode number `k` and offset `δ` on a ring of
`N ≥ 1` sites. -/
def ringMode (N k : ℕ) (δ : ℝ) (j : ℤ) : ℝ := cos (2 * (π * k / N) * j + δ)

/-- For positive inertia and stiffness, the standing waves are periodic around the ring and
solve its normal-mode equation with the frequency `modeFrequency`. -/
theorem ringMode_normal_mode {M J : ℝ} (hM : 0 < M) (hJ : 0 < J) {N : ℕ} (hN : 1 ≤ N)
    (k : ℕ) (δ : ℝ) (j : ℤ) :
    ringMode N k δ (j + N) = ringMode N k δ j ∧
    J * (2 * ringMode N k δ j - ringMode N k δ (j + 1) - ringMode N k δ (j - 1))
      = M * modeFrequency M J N k ^ 2 * ringMode N k δ j := by
  have hN' : (N : ℝ) ≠ 0 := by
    have : N ≠ 0 := by omega
    exact_mod_cast this
  constructor
  · have hk : π * k / N * N = π * k := div_mul_cancel₀ _ hN'
    have e : 2 * (π * k / N) * ((j + N : ℤ) : ℝ) + δ
        = (2 * (π * k / N) * j + δ) + k * (2 * π) := by
      push_cast
      linear_combination 2 * hk
    unfold ringMode
    rw [e, Real.cos_add_nat_mul_two_pi]
  · unfold ringMode modeFrequency
    generalize π * (k : ℝ) / N = a
    have e1 : 2 * a * ((j + 1 : ℤ) : ℝ) + δ = (2 * a * j + δ) + 2 * a := by
      push_cast; ring
    have e2 : 2 * a * ((j - 1 : ℤ) : ℝ) + δ = (2 * a * j + δ) - 2 * a := by
      push_cast; ring
    have hr : M * √(J / M) ^ 2 = J := by
      rw [Real.sq_sqrt (div_pos hJ hM).le, mul_div_cancel₀ _ hM.ne']
    rw [e1, e2, Real.cos_add, Real.cos_sub, Real.cos_two_mul]
    linear_combination (-4 * sin a ^ 2 * cos (2 * a * j + δ)) * hr
      - 4 * J * cos (2 * a * j + δ) * Real.sin_sq_add_cos_sq a

end

end RingModeNormalMode
```

Messages:

```
Main.lean:44:4: error: ring failed, ring expressions not equal
M J : ℝ
hM : 0 < M
hJ : 0 < J
N : ℕ
hN : 1 ≤ N
k : ℕ
δ : ℝ
j : ℤ
hN' : ↑N ≠ 0
a : ℝ
e1 : 2 * a * ↑(j + 1) + δ = 2 * a * ↑j + δ + 2 * a
e2 : 2 * a * ↑(j - 1) + δ = 2 * a * ↑j + δ - 2 * a
hr : M * √(J / M) ^ 2 = J
⊢ J * cos (2 * a * ↑j) * cos δ * 2 - J * sin (2 * a * ↑j) * sin δ * 2 - J * cos (2 * a * ↑j + δ + 2 * a) -
                J * cos (2 * a * ↑j + δ) * 3 +
              J * cos (2 * a * ↑j + δ) * cos a ^ 2 * 2 -
            J * sin (2 * a * ↑j + δ) * sin (2 * a) -
          cos (2 * a * ↑j) * cos δ * sin a ^ 2 * M * √(J / M) ^ 2 * 4 +
        sin (2 * a * ↑j) * sin δ * sin a ^ 2 * M * √(J / M) ^ 2 * 4 +
      cos (2 * a * ↑j + δ) * sin a ^ 2 * M * √(J / M) ^ 2 * 4 =
    0
```

What went wrong. The error says that `ring`, which `linear_combination` calls at the end, could not reduce the difference of the two sides to zero. The fault lies in the rewrite before it. `rw [Real.cos_add]` settles on one instance of its pattern, the cosine of a sum, and rewrites only copies of that instance. Here it took `cos (2 * a * j + δ)`, the wave at site `j`, which is itself the cosine of a sum, and split it into terms in `2 * a * j` and `δ`. The neighbour's `cos (2 * a * j + δ + 2 * a)`, which was meant to be expanded, stayed whole, as the printed goal shows. `ring` knows no trigonometry and cannot relate these forms.

The repair first replaces `2 * a * j + δ` by a single variable `θ` with `generalize`. The wave at site `j` is now `cos θ`, which no longer fits the pattern, so `Real.cos_add` expands `cos (θ + 2 * a)` as intended. The coefficients in `linear_combination` are the same as before, written with `θ` to match the new goal.

After these edits no error is left:

```diff
@@ -41,7 +41,9 @@
     have hr : M * √(J / M) ^ 2 = J := by
       rw [Real.sq_sqrt (div_pos hJ hM).le, mul_div_cancel₀ _ hM.ne']
-    rw [e1, e2, Real.cos_add, Real.cos_sub, Real.cos_two_mul]
-    linear_combination (-4 * sin a ^ 2 * cos (2 * a * j + δ)) * hr
-      - 4 * J * cos (2 * a * j + δ) * Real.sin_sq_add_cos_sq a
+    rw [e1, e2]
+    generalize 2 * a * (j : ℝ) + δ = θ
+    rw [Real.cos_add, Real.cos_sub, Real.cos_two_mul]
+    linear_combination (-4 * sin a ^ 2 * cos θ) * hr
+      - 4 * J * cos θ * Real.sin_sq_add_cos_sq a
 
 end
```
